# Anderson mixing of y ↦ K y with all weight on the oldest stored step gains one factor of K per memory cycle

Anderson mixing, used to iterate self-consistent-field equations, builds each new iterate from the outputs of several stored steps; here the weights are convex, that is, non-negative with sum 1. The model map is y ↦ K y on a real normed space, with K any real number, and step k + 1 draws on steps max(0, k − m) to k. The theorem states that if all the weight sits on the oldest stored step, the sequence xₙ = K^⌈n/(m+1)⌉ v, with any starting vector v, satisfies the mixing rule. The proof checks the sign of the weights, their sum and the update formula in turn, reducing each sum to its one non-zero term.

In Lean, a first try:

```lean
import Mathlib

open Filter Topology

namespace SlowestIsConvexAnderson

noncomputable section

variable {E : Type*} [NormedAddCommGroup E] [NormedSpace ℝ E]

/-- Anderson mixing with memory `m` and convex weights: each new iterate is a convex combination
of the outputs `F (x i)` over the stored steps `max(0, k - m) ≤ i ≤ k`. -/
def IsConvexAnderson (F : E → E) (m : ℕ) (w : ℕ → ℕ → ℝ) (x : ℕ → E) : Prop :=
  ∀ k, (∀ i ∈ Finset.Icc (k - m) k, 0 ≤ w k i) ∧
    ∑ i ∈ Finset.Icc (k - m) k, w k i = 1 ∧
    x (k + 1) = ∑ i ∈ Finset.Icc (k - m) k, w k i • F (x i)

/-- The number of memory cycles begun after `n` steps: `n / (m + 1)` rounded up. -/
def cycles (m n : ℕ) : ℕ := (n + m) / (m + 1)

/-- Step `k + 1` lies in the cycle numbered `k / (m + 1) + 1`, with the quotient rounded down. -/
theorem cycles_succ (m k : ℕ) : cycles m (k + 1) = k / (m + 1) + 1 := by
  unfold cycles
  rw [show k + 1 + m = k + (m + 1) by omega, Nat.add_div_right _ (Nat.succ_pos m)]

/-- From the oldest stored step to the new step the cycle count grows by exactly one. -/
theorem cycles_oldest (m k : ℕ) : cycles m (k + 1) = cycles m (k - m) + 1 := by
  rw [cycles_succ]
  unfold cycles
  rcases le_total m k with h | h
  · rw [Nat.sub_add_cancel h]
  · rw [Nat.sub_eq_zero_of_le h, Nat.zero_add, Nat.div_eq_of_lt (show k < m + 1 by omega),
      Nat.div_eq_of_lt (show m < m + 1 by omega)]

/-- The weights that put everything on the oldest stored step. -/
def oldestWeight (m k i : ℕ) : ℝ := if i = k - m then 1 else 0

/-- The sequence that starts at `v` and is scaled by `K` once per memory cycle. -/
def slowest (K : ℝ) (m : ℕ) (v : E) (n : ℕ) : E := K ^ cycles m n • v

/-- For the linear map `y ↦ K y`, mixing with all weight on the oldest stored step produces the
sequence `slowest`. -/
theorem slowest_isConvexAnderson (K : ℝ) (m : ℕ) (v : E) :
    IsConvexAnderson (fun y : E => K • y) m (oldestWeight m) (slowest K m v) := by
  intro k
  have hmem : k - m ∈ Finset.Icc (k - m) k := Finset.mem_Icc.mpr ⟨le_rfl, Nat.sub_le k m⟩
  refine ⟨fun i _ => ?_, ?_, ?_⟩
  · unfold oldestWeight
    split_ifs <;> norm_num
  · refine (Finset.sum_eq_single_of_mem (k - m) hmem ?_).trans ?_
    · intro i _ hne
      simp [oldestWeight, hne]
    · simp [oldestWeight]
  · symm
    refine (Finset.sum_eq_single_of_mem (k - m) hmem ?_).trans ?_
    · intro i _ hne
      simp [oldestWeight, hne]
    · simp only [oldestWeight, slowest, cycles_oldest m k, ↓reduceIte, one_smul, smul_smul,
        pow_succ']

end

end SlowestIsConvexAnderson
```

The compiler's answer:

```
Main.lean:58:4: error: unsolved goals
case refine_3.refine_2
E : Type u_1
inst✝¹ : NormedAddCommGroup E
inst✝ : NormedSpace ℝ E
K : ℝ
m : ℕ
v : E
k : ℕ
hmem : k - m ∈ Finset.Icc (k - m) k
⊢ (1 * (K * K ^ cycles m (k - m))) • v = (K * K ^ cycles m (k - m)) • v
Main.lean:58:71: warning: This simp argument is unused:
  one_smul

Hint: Omit it from the simp argument list.
  [apply] simp only [oldestWeight, slowest, cycles_oldest m k, ↓reduceIte, smul_smul, pow_succ']

Note: This linter can be disabled with `set_option linter.unusedSimpArgs false`
```

The error is in the last step, where the one surviving term of the update must equal the new iterate. Once the `if` is reduced to 1, that term is 1 acting on K acting on `K ^ cycles m (k - m) • v`. The lemma `smul_smul` merges nested scalar actions into one action by a product. It merged the inner two and then absorbed the outer 1 as well, which gives the scalar `1 * (K * K ^ cycles m (k - m))` on the left of the remaining goal.

`one_smul` removes a 1 that acts on a vector, but this 1 had become a factor in a product of real numbers. The lemma therefore never fired, as the unused-argument warning says, and nothing else in the `simp only` list could remove the factor.

The repair replaces `one_smul` with `one_mul`, which rewrites `1 * a` to `a`. The two sides are then identical and the goal closes.

The change, after which it compiles:

```diff
@@ -56,5 +56,5 @@
     · intro i _ hne
       simp [oldestWeight, hne]
-    · simp only [oldestWeight, slowest, cycles_oldest m k, ↓reduceIte, one_smul, smul_smul,
+    · simp only [oldestWeight, slowest, cycles_oldest m k, ↓reduceIte, one_mul, smul_smul,
         pow_succ']
 
```
